# The localisation rate for isotropic scattering as an average over incoming and outgoing directions

In this model the localisation rate, in units of the total scattering rate, is one minus the squared modulus of the phase `exp(iuc)` averaged over isotropic directions, where `u` is wave number times separation and `c` the cosine of the angle to the separation. The lemma says that for every real `u` this rate equals the average of `1 - exp(iu(c - c'))` over independent, isotropic incoming and outgoing directions, written as a quarter of a double integral over `c` and `c'` from -1 to 1. The proof splits the exponential into a factor for each direction and integrates first over `c'`, then over `c`. It then uses the fact that the averaged phase is real, so that its square is its squared modulus.

This version doesn't compile in Lean 4 with Mathlib:

```lean
import Mathlib

open Filter Topology

namespace AverageEqLocalisationRate

noncomputable section

/-- The average of the phase `exp(iuc)` over isotropic directions, where `c` is the cosine of
the angle to the separation and `u` is wave number times separation. -/
def phaseAverage (u : ℝ) : ℂ :=
  (1 / 2) * ∫ c in (-1 : ℝ)..1, Complex.exp (Complex.I * u * (c : ℂ))

/-- The localisation rate for isotropic scattering, in units of the total scattering rate:
one minus the squared modulus of the direction-averaged phase. -/
def localisationRate (u : ℝ) : ℝ := 1 - ‖phaseAverage u‖ ^ 2

/-- For `u ≠ 0` the direction average of the phase is `sin(u)/u`. -/
theorem phaseAverage_eq {u : ℝ} (hu : u ≠ 0) :
    phaseAverage u = ((Real.sin u / u : ℝ) : ℂ) := by
  have hc : (u : ℂ) ≠ 0 := by exact_mod_cast hu
  have hI : Complex.I * (u : ℂ) ≠ 0 := mul_ne_zero Complex.I_ne_zero hc
  unfold phaseAverage
  rw [integral_exp_mul_complex hI]
  -- the two end points give the phases exp(iu) and exp(-iu)
  have h1 : Complex.exp (Complex.I * u * ((1 : ℝ) : ℂ))
      = Complex.cos u + Complex.sin u * Complex.I := by
    rw [← Complex.exp_mul_I]
    congr 1
    push_cast
    ring
  have h2 : Complex.exp (Complex.I * u * ((-1 : ℝ) : ℂ))
      = Complex.cos u - Complex.sin u * Complex.I := by
    have h := Complex.exp_mul_I (-(u : ℂ))
    rw [Complex.cos_neg, Complex.sin_neg] at h
    rw [show Complex.I * u * ((-1 : ℝ) : ℂ) = -(u : ℂ) * Complex.I by push_cast; ring, h]
    ring
  have hs : (u : ℂ) * (Complex.sin u / u) = Complex.sin u := by field_simp
  have h3 : Complex.cos u + Complex.sin u * Complex.I
      - (Complex.cos u - Complex.sin u * Complex.I)
      = Complex.I * u * (2 * (Complex.sin u / u)) := by
    linear_combination (-2 * Complex.I) * hs
  rw [h1, h2, h3, mul_div_cancel_left₀ _ hI]
  push_cast
  ring

/-- The localisation rate is the average of `1 - exp(iu(c - c'))` over independent, isotropic
incoming and outgoing directions. -/
theorem average_eq_localisationRate (u : ℝ) :
    (1 / 4 : ℂ) * ∫ c in (-1 : ℝ)..1, ∫ c' in (-1 : ℝ)..1,
      (1 - Complex.exp (Complex.I * u * ((c : ℂ) - (c' : ℂ)))) = (localisationRate u : ℂ) := by
  have hconst (k : ℂ) : ∫ _ in (-1 : ℝ)..1, k = 2 * k := by
    rw [intervalIntegral.integral_const, Complex.real_smul]
    push_cast
    ring
  have hJ : ∫ c in (-1 : ℝ)..1, Complex.exp (Complex.I * u * (c : ℂ))
      = 2 * phaseAverage u := by
    unfold phaseAverage
    ring
  -- reversing a direction does not change the isotropic average
  have hneg : ∫ c in (-1 : ℝ)..1, Complex.exp (-(Complex.I * u * (c : ℂ)))
      = 2 * phaseAverage u := by
    have h := intervalIntegral.integral_comp_neg (a := -1) (b := 1)
      (fun c : ℝ => Complex.exp (Complex.I * u * (c : ℂ)))
    simp only [Complex.ofReal_neg, mul_neg, neg_neg] at h
    rw [h, hJ]
  have inner_avg (c : ℝ) : ∫ c' in (-1 : ℝ)..1,
      (1 - Complex.exp (Complex.I * u * ((c : ℂ) - (c' : ℂ))))
      = 2 * 1 - Complex.exp (Complex.I * u * (c : ℂ)) * (2 * phaseAverage u) := by
    have hfac (c' : ℝ) : Complex.exp (Complex.I * u * ((c : ℂ) - (c' : ℂ)))
        = Complex.exp (Complex.I * u * (c : ℂ)) * Complex.exp (-(Complex.I * u * (c' : ℂ))) := by
      rw [← Complex.exp_add]
      congr 1
      ring
    simp_rw [hfac]
    rw [intervalIntegral.integral_sub (continuous_const.intervalIntegrable _ _)
      (Continuous.intervalIntegrable (by fun_prop) _ _),
      intervalIntegral.integral_const_mul, hneg, hconst]
  simp_rw [inner_avg]
  rw [intervalIntegral.integral_sub (continuous_const.intervalIntegrable _ _)
    (Continuous.intervalIntegrable (by fun_prop) _ _),
    intervalIntegral.integral_mul_const, hJ, hconst]
  -- the averaged phase is real, so its square is its squared modulus
  obtain ⟨r, hr⟩ : ∃ r : ℝ, phaseAverage u = (r : ℂ) := by
    rcases eq_or_ne u 0 with rfl | hu
    · refine ⟨1, ?_⟩
      simp only [phaseAverage, Complex.ofReal_zero, mul_zero, zero_mul, Complex.exp_zero,
        hconst]
      norm_num
    · exact ⟨_, phaseAverage_eq hu⟩
  unfold localisationRate
  rw [hr, Complex.norm_real, Real.norm_eq_abs, sq_abs]
  push_cast
  ring

end

end AverageEqLocalisationRate
```

Compiling this gives:

```
Main.lean:82:41: error: Tactic `rewrite` failed: Did not find an occurrence of the pattern
  ∫ (c : ℝ) in -1..1, Complex.exp (Complex.I * ↑u * ↑c)
in the target expression
  1 / 4 * ((∫ (x : ℝ) in -1..1, 2) * 1 - ∫ (x : ℝ) in -1..1, Complex.exp (Complex.I * ↑u * ↑x) * (2 * phaseAverage u)) =
    ↑(localisationRate u)

u : ℝ
hconst : ∀ (k : ℂ), ∫ (x : ℝ) in -1..1, k = 2 * k
hJ : ∫ (c : ℝ) in -1..1, Complex.exp (Complex.I * ↑u * ↑c) = 2 * phaseAverage u
hneg : ∫ (c : ℝ) in -1..1, Complex.exp (-(Complex.I * ↑u * ↑c)) = 2 * phaseAverage u
inner_avg :
  ∀ (c : ℝ),
    ∫ (c' : ℝ) in -1..1, 1 - Complex.exp (Complex.I * ↑u * (↑c - ↑c')) =
      2 * 1 - Complex.exp (Complex.I * ↑u * ↑c) * (2 * phaseAverage u)
⊢ 1 / 4 * ((∫ (x : ℝ) in -1..1, 2) * 1 - ∫ (x : ℝ) in -1..1, Complex.exp (Complex.I * ↑u * ↑x) * (2 * phaseAverage u)) =
    ↑(localisationRate u)
```

What went wrong. The message says that `rw` could not find the left side of `hJ`, the integral of the bare exponential. In the goal that exponential is still multiplied by `2 * phaseAverage u` under the integral sign.

The step before, `intervalIntegral.integral_mul_const`, was meant to take that factor out, but it acted on the other integral. `inner_avg` writes the constant term as `2 * 1`, which also has the form of a function times a constant. The rewrite matched there, with the constant function 2 and the factor 1, and gave the `(∫ (x : ℝ) in -1..1, 2) * 1` seen in the message. Once its pattern was fixed in this way, the same rewrite could not also change the second integral.

The repair moves `hconst` to the front and gives it the argument `2 * 1`, so the constant integral is evaluated first. The only integral left is then the one with the exponential, so `intervalIntegral.integral_mul_const` takes out `2 * phaseAverage u` and `hJ` applies.

Fix (accepted with no message):

```diff
@@ -80,5 +80,5 @@
   rw [intervalIntegral.integral_sub (continuous_const.intervalIntegrable _ _)
     (Continuous.intervalIntegrable (by fun_prop) _ _),
-    intervalIntegral.integral_mul_const, hJ, hconst]
+    hconst (2 * 1), intervalIntegral.integral_mul_const, hJ]
   -- the averaged phase is real, so its square is its squared modulus
   obtain ⟨r, hr⟩ : ∃ r : ℝ, phaseAverage u = (r : ℂ) := by
```
